# Single-electron moves connect the nonzero configurations of a Slater determinant, up to relabelling

In variational Monte Carlo with a Slater determinant, the electrons are usually moved one at a time. The ratio of new to old determinant is then cheap to compute from the inverse of the current Slater matrix, but that inverse exists only while the determinant is nonzero. Suppose that the determinant is nonzero at two electron configurations. Can one be reached from the other by moving each electron once, without ever landing on a zero in between?

It can, provided that we may choose which electron goes to which target position. Electrons are identical, so this relabelling changes the determinant by at most a sign.

## Choosing the target rows one after another

Let $\varphi_0,\dots,\varphi_{N-1}$ be the orbitals, $x_i$ the initial position of electron $i$, and $y_i$ the target positions. Put $A_{ij}=\varphi_j(x_i)$ and $C_{ij}=\varphi_j(y_i)$. Moving one electron replaces one row. The claim concerns any two invertible $N\times N$ matrices $A$ and $C$ over a field: there is a permutation $s$ such that every matrix
$$M_k=\text{the matrix with rows } C_{s(0)},\dots,C_{s(k-1)},A_k,\dots,A_{N-1},\qquad 0\le k\le N,$$
is invertible.

**Some row always fits.** Let $B$ be invertible and fix a row $k$. Replace that row by a row vector $c$ and expand the determinant along it. The cofactors do not involve the replaced row, so
$$\det B_{k\to c}=\sum_j c_j\,w_j,\qquad w_j=(\operatorname{adj}B)_{jk}.$$
Dividing by $\det B$ gives the usual ratio $\sum_j c_j (B^{-1})_{jk}$. If every row of $C$ gave zero, we would have $Cw=0$, and hence $w=0$ because $C$ is invertible. But then
$$\det B=(B\operatorname{adj}B)_{kk}=\sum_j B_{kj}w_j=0,$$
a contradiction.

**The row that fits is new.** If the chosen row of $C$ had already been placed in row $j<k$, the matrix would have two equal rows and determinant zero.

**Induction.** Start from $M_0=A$. While $k<N$, apply the first step to $B=M_k$ and call the row it supplies $s(k)$. By the second step the values $s(0),\dots,s(N-1)$ are distinct, so $s$ is a permutation.

Conversely, if all the $M_k$ are invertible, then so is $A=M_0$. Since $\det M_N=\operatorname{sgn}(s)\det C$, so is $C$.

## Two fermions on a line

Take two spin-polarised fermions with orbitals $e^{-x^2/2}$ and $x^2e^{-x^2/2}$. The Gaussians only multiply rows by positive numbers. Without them, and without normalisation constants, the determinant is $x_1^2-x_0^2$. It equals $3$ at $x=(1,2)$ and $5$ at $y=(-2,3)$.

Here
$$A=\begin{pmatrix}1&1\\1&4\end{pmatrix},\qquad \operatorname{adj}A=\begin{pmatrix}4&-1\\-1&1\end{pmatrix},\qquad w=\begin{pmatrix}4\\-1\end{pmatrix}\ \text{for row }0.$$
Moving electron 0 to $y_0=-2$ inserts the row $(1,4)$ and gives $4-4=0$, although the two particles do not coincide. Moving it to $y_1=3$ inserts $(1,9)$ and gives $4-9=-5$. Electron 1 then goes to $-2$, and the determinant stays at $-5$. Thus $s(0)=1$ and $s(1)=0$, and the path passes from positive to negative values.

## Matrices along the path

In the Lean development `K` is the type of matrix entries, later assumed to be a field such as $\mathbb R$ or $\mathbb C$, and rows are numbered by `Fin N`, from $0$ to $N-1$.

```lean
import Mathlib

open Matrix

namespace SingleElectronPaths

variable {K : Type*} {N : ℕ}
```

The matrix $M_k$ is `mixed A C f k`. The assignment `f` is at first an arbitrary function, so that it can be built up gradually; only its values on rows below `k` matter.

```lean
/-- The matrix after `k` single-row moves: each row `i < k` of `A` has been replaced by
row `f i` of `C`, and the other rows are still those of `A`. -/
def mixed (A C : Matrix (Fin N) (Fin N) K) (f : Fin N → Fin N) (k : ℕ) :
    Matrix (Fin N) (Fin N) K :=
  Matrix.of fun i j => if (i : ℕ) < k then C (f i) j else A i j
```

In the Slater matrix, rows belong to electrons and columns to orbitals. The type `X` of one-electron positions is arbitrary and may include spin. The usual prefactor $1/\sqrt{N!}$ is omitted, which does not affect whether the determinant vanishes.

```lean
/-- The Slater matrix of the orbitals `φ` at the electron configuration `x`: its entry
`(i, j)` is orbital `j` evaluated at the position of electron `i`. -/
def slaterMatrix {X : Type*} (φ : Fin N → X → K) (x : Fin N → X) :
    Matrix (Fin N) (Fin N) K :=
  Matrix.of fun i j => φ j (x i)
```

The next three lemmas confirm that `mixed` describes the intended path. It starts at $A$, it ends at the matrix whose row $i$ is row $f(i)$ of $C$ (a relabelling of the rows of $C$ when $f$ is a permutation), and consecutive matrices differ by one row replacement, written `updateRow`.

```lean
/-- Before any move the matrix is `A`. -/
theorem mixed_zero (A C : Matrix (Fin N) (Fin N) K) (f : Fin N → Fin N) :
    mixed A C f 0 = A := by
  ext i j
  simp [mixed]

/-- After `N` moves, each row `i` of the matrix is row `f i` of `C`. -/
theorem mixed_full (A C : Matrix (Fin N) (Fin N) K) (f : Fin N → Fin N) :
    mixed A C f N = C.submatrix f id := by
  ext i j
  simp [mixed]

/-- Consecutive matrices differ by one row replacement: row `k` is replaced by row `f k` of `C`. -/
theorem mixed_succ (A C : Matrix (Fin N) (Fin N) K) (f : Fin N → Fin N) (k : Fin N) :
    mixed A C f ((k : ℕ) + 1) = (mixed A C f k).updateRow k (C (f k)) := by
  ext i j
  by_cases h : i = k
  · subst h
    simp [mixed]
  · have hne : (i : ℕ) ≠ k := fun e => h (Fin.ext e)
    have e : ((i : ℕ) < (k : ℕ) + 1) ↔ ((i : ℕ) < k) := by omega
    rw [Matrix.updateRow_ne h]
    simp only [mixed, Matrix.of_apply, e]
```

## A row replacement that keeps the determinant nonzero

Invertibility is expressed throughout as a nonzero determinant. The next theorem is the first step of the derivation, argued by contradiction: `hw` is the equation $Cw=0$, `h0` is $w=0$, and `h1` is the vanishing diagonal entry of $B\operatorname{adj}B$.

```lean
variable [Field K]

/-- If `B` and `C` are invertible, then any chosen row `k` of `B` can be replaced by some
row of `C` with the determinant staying nonzero. -/
theorem exists_allowed_move {B C : Matrix (Fin N) (Fin N) K}
    (hB : B.det ≠ 0) (hC : C.det ≠ 0) (k : Fin N) :
    ∃ i, (B.updateRow k (C i)).det ≠ 0 := by
  by_contra! h
  -- if every move failed, `C` would annihilate column `k` of the adjugate of `B`
  have hw : C *ᵥ (fun j => B.adjugate j k) = 0 := by
    funext i
    have hi := h i
    rw [← Matrix.cramer_transpose_apply, Matrix.cramer_eq_adjugate_mulVec,
      ← Matrix.adjugate_transpose] at hi
    simpa [Matrix.mulVec, dotProduct, mul_comm] using hi
  have h0 := Matrix.eq_zero_of_mulVec_eq_zero hC hw
  -- a vanishing column of the adjugate forces `det B = 0`
  have h1 : (B * B.adjugate) k k = 0 := by
    rw [Matrix.mul_apply]
    exact Finset.sum_eq_zero fun j _ => by
      rw [show B.adjugate j k = 0 from congrFun h0 j, mul_zero]
  rw [Matrix.mul_adjugate] at h1
  exact hB (by simpa using h1)
```

The cofactor expansion enters through Mathlib's `Matrix.cramer`. For a square matrix $M$ and a vector $b$, `cramer M b` is the vector whose entry $k$ is the determinant of $M$ with column $k$ replaced by $b$. Our replacement concerns rows, so the proof uses the transpose: `Matrix.cramer_transpose_apply`, read from right to left, turns the determinant after the row replacement into entry $k$ of the Cramer vector of $B^{\mathsf T}$. Then `Matrix.cramer_eq_adjugate_mulVec` writes that vector as an adjugate times $b$, and `Matrix.adjugate_transpose` moves the transpose outside the adjugate. What remains is $\sum_j(\operatorname{adj}B)_{jk}C_{ij}=0$, which is row $i$ of $Cw=0$. No inverse or division is involved.

The second step becomes a separate theorem. If `f j = i` for an earlier row `j`, then rows `j` and `k` agree after the move, and `Matrix.det_zero_of_row_eq` gives determinant zero.

```lean
/-- A move of row `k` that keeps the determinant nonzero uses a row of `C` that none of
the earlier moves has used. -/
theorem allowed_move_is_new {A C : Matrix (Fin N) (Fin N) K} {f : Fin N → Fin N}
    {k i : Fin N} (hi : ((mixed A C f k).updateRow k (C i)).det ≠ 0)
    {j : Fin N} (hj : j < k) : f j ≠ i := by
  intro e
  have hne : j ≠ k := ne_of_lt hj
  have hj' : (j : ℕ) < k := hj
  apply hi
  apply Matrix.det_zero_of_row_eq hne
  rw [Matrix.updateRow_ne hne, Matrix.updateRow_self]
  funext l
  simp only [mixed, Matrix.of_apply, if_pos hj', e]
```

Together these two theorems show that the choice can be made greedily: whatever allowed rows were taken before, an unused one is available for the next move.

## The permutation and the converse

The main theorem takes invertible `A` and `C` and returns a permutation `s`, of type `Equiv.Perm (Fin N)`, for which all $N+1$ matrices have nonzero determinant.

```lean
/-- For invertible `A` and `C` there is a permutation `s` such that replacing rows
`0, 1, ..., N-1` of `A` successively by rows `s 0, s 1, ..., s (N-1)` of `C` keeps
the determinant nonzero at every stage. -/
theorem exists_nonsingular_path {A C : Matrix (Fin N) (Fin N) K}
    (hA : A.det ≠ 0) (hC : C.det ≠ 0) :
    ∃ s : Equiv.Perm (Fin N), ∀ k ≤ N, (mixed A C s k).det ≠ 0 := by
  -- choose the rows of `C` one after another
  have key : ∀ k, k ≤ N → ∃ f : Fin N → Fin N, ∀ m ≤ k, (mixed A C f m).det ≠ 0 := by
    intro k
    induction k with
    | zero =>
      intro _
      refine ⟨id, fun m hm => ?_⟩
      obtain rfl : m = 0 := by omega
      rw [mixed_zero]
      exact hA
    | succ k ih =>
      intro hk
      obtain ⟨f, hf⟩ := ih (by omega)
      obtain ⟨i, hi⟩ := exists_allowed_move (hf k le_rfl) hC ⟨k, hk⟩
      -- the new choice does not alter the earlier stages
      have same : ∀ m ≤ k,
          mixed A C (Function.update f ⟨k, hk⟩ i) m = mixed A C f m := by
        intro m hm
        ext a b
        by_cases ha : (a : ℕ) < m
        · have hne : a ≠ ⟨k, hk⟩ := by
            intro e
            have e' : (a : ℕ) = k := congrArg Fin.val e
            omega
          simp only [mixed, Matrix.of_apply, Function.update_of_ne hne]
        · simp only [mixed, Matrix.of_apply, if_neg ha]
      refine ⟨Function.update f ⟨k, hk⟩ i, fun m hm => ?_⟩
      rcases Nat.lt_or_ge k m with h | h
      · obtain rfl : m = k + 1 := by omega
        have e : mixed A C (Function.update f ⟨k, hk⟩ i) (k + 1) =
            (mixed A C (Function.update f ⟨k, hk⟩ i) k).updateRow ⟨k, hk⟩
              (C (Function.update f ⟨k, hk⟩ i ⟨k, hk⟩)) :=
          mixed_succ A C _ ⟨k, hk⟩
        rw [e, same k le_rfl, Function.update_self]
        exact hi
      · rw [same m h]
        exact hf m h
  obtain ⟨f, hf⟩ := key N le_rfl
  -- a repeated row would make the final determinant vanish, so `f` is a permutation
  have inj : Function.Injective f := by
    intro a b hab
    by_contra hne
    exact hf N le_rfl (Matrix.det_zero_of_row_eq hne (by funext j; simp [mixed, hab]))
  exact ⟨Equiv.ofBijective f (Finite.injective_iff_bijective.mp inj), fun k hk => hf k hk⟩
```

The auxiliary claim `key` is the induction: for each `k ≤ N` some `f` works for all stages up to `k`. In the successor step, `exists_allowed_move` supplies a row `i`, and `Function.update` sets the value of `f` at `k` to `i`. The claim `same` checks that earlier stages are unaffected, since stage `m` reads `f` only on rows below `m`. Distinctness is obtained at the end and not move by move: a repeated value of `f` would give the final matrix two equal rows. An injective map from a finite set to itself is a bijection, which yields `s`.

Adding the converse gives an equivalence. Its reverse direction evaluates the path at `k = 0` and `k = N`, with `Matrix.det_permute` supplying the sign of the permutation.

```lean
/-- Two matrices are both invertible exactly when some relabelling `s` gives a path of
successive row replacements from `A` to the relabelled `C` with nonzero determinants. -/
theorem nonsingular_path_iff (A C : Matrix (Fin N) (Fin N) K) :
    (A.det ≠ 0 ∧ C.det ≠ 0) ↔
      ∃ s : Equiv.Perm (Fin N), ∀ k ≤ N, (mixed A C s k).det ≠ 0 := by
  constructor
  · rintro ⟨hA, hC⟩
    exact exists_nonsingular_path hA hC
  · rintro ⟨s, hs⟩
    refine ⟨?_, fun h => hs N le_rfl ?_⟩
    · have h0 := hs 0 (Nat.zero_le N)
      rwa [mixed_zero] at h0
    · rw [mixed_full, Matrix.det_permute, h, mul_zero]
```

## Electron configurations

For Slater determinants the theorem reads: if the determinant is nonzero at `x` and at `y`, the electrons can be moved in the order $0,1,\dots,N-1$, electron `i` from `x i` to `y (s i)`, with a nonzero determinant at every stage. The proof identifies the Slater matrix of each intermediate configuration with the corresponding `mixed` matrix.

```lean
/-- If a Slater determinant is nonzero at the configurations `x` and `y`, then for some
permutation `s` the electrons can be moved one at a time, electron `i` from `x i` to
`y (s i)`, with the determinant nonzero at every stage. -/
theorem slater_configurations_connected {X : Type*} (φ : Fin N → X → K)
    {x y : Fin N → X} (hx : (slaterMatrix φ x).det ≠ 0)
    (hy : (slaterMatrix φ y).det ≠ 0) :
    ∃ s : Equiv.Perm (Fin N), ∀ k ≤ N,
      (slaterMatrix φ (fun i => if (i : ℕ) < k then y (s i) else x i)).det ≠ 0 := by
  obtain ⟨s, hs⟩ := exists_nonsingular_path hx hy
  refine ⟨s, fun k hk => ?_⟩
  have e : slaterMatrix φ (fun i => if (i : ℕ) < k then y (s i) else x i) =
      mixed (slaterMatrix φ x) (slaterMatrix φ y) s k := by
    ext i j
    by_cases h : (i : ℕ) < k <;> simp [slaterMatrix, mixed, h]
  rw [e]
  exact hs k hk
```

For a single-determinant wave function, this says that zeros of the determinant do not by themselves prevent single-electron jumps of unrestricted length from linking two allowed configurations, up to a relabelling of the electrons. This alone does not show that a given sampler reaches all allowed regions: the theorem says nothing about which jumps the proposal distribution offers, or with what probability. A sampler confined to short moves, or to one sign of the wave function, needs a separate argument. If the wave function is a product of spin-up and spin-down determinants, the theorem applies to each factor in turn, so no electron has to change its spin.

## Two rows that must be exchanged

The last theorem shows that the freedom to relabel is needed already for $N=2$, over every field. Take $A$ to be the identity and $C$ the matrix that exchanges the two rows. Replacing row 0 of $A$ by row 0 of $C$ produces two equal rows, and so does replacing row 1 by row 1. Without relabelling, the first move fails in whichever order the rows are treated.

```lean
/-- Relabelling cannot be dispensed with: the two-row exchange matrix is invertible, but
replacing either row of the identity by the same row of it gives determinant zero. -/
theorem relabelling_needed :
    (!![0, 1; 1, 0] : Matrix (Fin 2) (Fin 2) K).det ≠ 0 ∧
      ∀ k : Fin 2, ((1 : Matrix (Fin 2) (Fin 2) K).updateRow k
        ((!![0, 1; 1, 0] : Matrix (Fin 2) (Fin 2) K) k)).det = 0 := by
  constructor
  · simp [Matrix.det_fin_two]
  · intro k
    fin_cases k <;> simp [Matrix.det_fin_two, Matrix.updateRow_apply]

end SingleElectronPaths
```

```lean
#print axioms SingleElectronPaths.allowed_move_is_new
#print axioms SingleElectronPaths.nonsingular_path_iff
#print axioms SingleElectronPaths.slater_configurations_connected
#print axioms SingleElectronPaths.relabelling_needed
```

```
'SingleElectronPaths.allowed_move_is_new' depends on axioms: [propext, Classical.choice, Quot.sound]
'SingleElectronPaths.nonsingular_path_iff' depends on axioms: [propext, Classical.choice, Quot.sound]
'SingleElectronPaths.slater_configurations_connected' depends on axioms: [propext, Classical.choice, Quot.sound]
'SingleElectronPaths.relabelling_needed' depends on axioms: [propext, Classical.choice, Quot.sound]
```
